# In second order, exchange cancels the direct self-energy of a lone occupied spin orbital

A hydrogen atom has one electron, and no second electron that could screen it. A self-energy built from direct (ring) diagrams still lets this electron polarise its own charge density and respond to the polarisation. This self-screening is an error of the $GW$ approximation, and it already appears in second order, where it can be written down in full.

Let $a$ be the only occupied spin orbital, and let $r,s$ run over a finite set of virtual spin orbitals. Write $e_p$ for the energy of orbital $p$, $w$ for the frequency and $(pq|rs)$ for the real two-electron integrals in chemists' notation. The direct term of $a$ is

$$D(w)=\sum_r\frac{(aa|ar)^2}{w-2e_a+e_r}+\sum_{r,s}\frac{(ar|as)^2}{w+e_a-e_r-e_s}.$$

Let $X(w)$ be the second-order exchange term of the same orbital, and suppose that every virtual level lies at least $d>0$ above $e_a$. Then:

- $D(w)+X(w)=0$ away from the poles.
- $D$ alone is strictly decreasing on $(e_a-d,\;e_a+2d)$ exactly when at least one of the integrals $(aa|ar)$, $(ar|as)$ is nonzero.

## The slope that enters a quasiparticle step

A code that linearises the quasiparticle equation around a Hartree–Fock energy computes $e_a+Z\,\Sigma(e_a)$, where $\Sigma$ is the correlation self-energy and $Z=1/(1-\Sigma'(e_a))$ is the quasiparticle weight. For one occupied orbital in second order, $\Sigma=D$ gives a $Z$ strictly between 0 and 1 whenever a coupling integral is nonzero, while $\Sigma=D+X$ gives $Z=1$ and no correction at all.

This yields a check for a second-order Green's function code. In a one-electron system, the second-order direct and exchange terms in the diagonal self-energy element of the occupied orbital must add up to zero. The check concerns that element only: an electron added to a virtual orbital does meet a second electron, and its self-energy need not vanish.

## From pole sums to a negative slope

For an external orbital $p$ and occupied orbitals $i,j$, the second-order direct term is

$$\sum_{i,j,r}\frac{(pi|rj)^2}{w+e_r-e_i-e_j}+\sum_{i,r,s}\frac{(pr|is)^2}{w+e_i-e_r-e_s}.$$

The exchange term has the same denominators, with numerators $-(pi|rj)(pj|ri)$ and $-(pr|is)(ps|ir)$.

**Cancellation.** Set $p=i=j=a$. The direct numerators become $(aa|ra)^2=(aa|ar)^2$ and $(ar|as)^2$, which gives $D$. The exchange numerators become $-(aa|ra)^2$ and $-(ar|as)(as|ar)$. Exchanging the two pairs gives $(as|ar)=(ar|as)$, so each exchange numerator is minus the direct one, and $X=-D$.

**Signs of the denominators.** Let $e_a-d<w<e_a+2d$. Then

$$w-2e_a+e_r>(e_r-e_a)-d\ge 0,$$

$$w+e_a-e_r-e_s<2d-(e_r-e_a)-(e_s-e_a)\le 0.$$

No pole lies in this window.

**Slope.** Each term $c/f(w)$ with $f'(w)=1$ has derivative $-c/f(w)^2$. Hence $D'(w)=-P(w)$ with

$$P(w)=\sum_r\frac{(aa|ar)^2}{(w-2e_a+e_r)^2}+\sum_{r,s}\frac{(ar|as)^2}{(w+e_a-e_r-e_s)^2}.$$

Every summand is nonnegative, and a nonzero integral makes at least one of them positive. Then $D'<0$ throughout the window, and $D$ strictly decreases there. If all these integrals vanish, $D$ is identically zero and does not strictly decrease.

**Quasiparticle weight.** For the direct term alone $Z=1/(1+P)$, which lies strictly between 0 and 1 when $P>0$. The sum $D+X$ is the zero function, with slope 0 and $Z=1$.

**Two orbitals.** Take $e_0=-1$, $e_1=1$, orbital 0 occupied, $(00|01)=2$ and $(01|01)=1$. Then

$$D(w)=\frac{4}{w+3}+\frac{1}{w-3}.$$

With $d=2$ the window is $(-3,3)$, and the poles sit exactly at its ends. At $w=e_0=-1$ one finds $D=7/4$, $D'=-17/16$ and $Z=16/33$, which are convenient reference values for an implementation.

## Lean source for the one-orbital self-energy

```lean
import Mathlib

noncomputable section

namespace OneElectronSelfScreening

variable {ι : Type*}

/-- Permutation symmetries of real two-electron integrals `g p q r s = (pq|rs)`. -/
structure EightfoldSymmetric (g : ι → ι → ι → ι → ℝ) : Prop where
  swap_left : ∀ p q r s, g p q r s = g q p r s
  swap_right : ∀ p q r s, g p q r s = g p q s r
  swap_pair : ∀ p q r s, g p q r s = g r s p q

/-- Second-order direct (ring) self-energy of orbital `p` at frequency `w`, with its
two-hole-one-particle and two-particle-one-hole parts; meant for `w` away from the poles. -/
def directTerm (g : ι → ι → ι → ι → ℝ) (e : ι → ℝ) (occ virt : Finset ι) (p : ι) (w : ℝ) : ℝ :=
  (∑ i ∈ occ, ∑ j ∈ occ, ∑ r ∈ virt, g p i r j ^ 2 / (w + e r - e i - e j)) +
  (∑ i ∈ occ, ∑ r ∈ virt, ∑ s ∈ virt, g p r i s ^ 2 / (w + e i - e r - e s))

/-- Second-order exchange self-energy of orbital `p` at frequency `w`; meant for `w` away from
the poles. -/
def exchangeTerm (g : ι → ι → ι → ι → ℝ) (e : ι → ℝ) (occ virt : Finset ι) (p : ι) (w : ℝ) : ℝ :=
  -(∑ i ∈ occ, ∑ j ∈ occ, ∑ r ∈ virt, g p i r j * g p j r i / (w + e r - e i - e j)) -
  (∑ i ∈ occ, ∑ r ∈ virt, ∑ s ∈ virt, g p r i s * g p s i r / (w + e i - e r - e s))

/-- Some integral that couples the occupied orbital `a` to the virtuals in the direct term is
nonzero. -/
def Coupled (g : ι → ι → ι → ι → ℝ) (virt : Finset ι) (a : ι) : Prop :=
  (∃ r ∈ virt, g a a a r ≠ 0) ∨ ∃ r ∈ virt, ∃ s ∈ virt, g a r a s ≠ 0

/-- Sum of squared couplings over squared denominators for one occupied orbital `a`; meant for
`w` away from the poles. -/
def poleWeight (g : ι → ι → ι → ι → ℝ) (e : ι → ℝ) (virt : Finset ι) (a : ι) (w : ℝ) : ℝ :=
  (∑ r ∈ virt, g a a a r ^ 2 / (w - 2 * e a + e r) ^ 2) +
  (∑ r ∈ virt, ∑ s ∈ virt, g a r a s ^ 2 / (w + e a - e r - e s) ^ 2)

/-- Quasiparticle weight `1 / (1 - S'(w))` of a self-energy `S`, for slopes `S'(w)` other
than 1. -/
def quasiparticleWeight (S : ℝ → ℝ) (w : ℝ) : ℝ := (1 - deriv S w)⁻¹

variable {g : ι → ι → ι → ι → ℝ} {e : ι → ℝ} {virt : Finset ι} {a : ι} {d w : ℝ}

/-- The direct term of the only occupied orbital, written out over the virtuals. -/
theorem directTerm_one (hg : EightfoldSymmetric g) (w : ℝ) :
    directTerm g e {a} virt a w =
      (∑ r ∈ virt, g a a a r ^ 2 / (w - 2 * e a + e r)) +
      (∑ r ∈ virt, ∑ s ∈ virt, g a r a s ^ 2 / (w + e a - e r - e s)) := by
  simp only [directTerm, Finset.sum_singleton]
  refine congrArg₂ (· + ·) (Finset.sum_congr rfl fun r _ => ?_) rfl
  rw [hg.swap_right a a r a, show w + e r - e a - e a = w - 2 * e a + e r by ring]

/-- For the only occupied orbital, second-order exchange cancels the direct term. -/
theorem direct_add_exchange (hg : EightfoldSymmetric g) (w : ℝ) :
    directTerm g e {a} virt a w + exchangeTerm g e {a} virt a w = 0 := by
  have h : (∑ r ∈ virt, ∑ s ∈ virt, g a r a s * g a s a r / (w + e a - e r - e s)) =
      ∑ r ∈ virt, ∑ s ∈ virt, g a r a s * g a r a s / (w + e a - e r - e s) :=
    Finset.sum_congr rfl fun r _ => Finset.sum_congr rfl fun s _ => by
      rw [hg.swap_pair a s a r]
  simp only [directTerm, exchangeTerm, Finset.sum_singleton, sq]
  rw [h]
  ring

/-- If every virtual level lies at least `d` above `e a`, then between `e a - d` and `e a + 2 d` the
hole denominators are positive and the particle denominators are negative. -/
theorem denominator_signs (gap : ∀ r ∈ virt, d ≤ e r - e a)
    (hw : w ∈ Set.Ioo (e a - d) (e a + 2 * d)) :
    (∀ r ∈ virt, 0 < w - 2 * e a + e r) ∧
      ∀ r ∈ virt, ∀ s ∈ virt, w + e a - e r - e s < 0 := by
  obtain ⟨h1, h2⟩ := hw
  exact ⟨fun r hr => by linarith [gap r hr],
    fun r hr s hs => by linarith [gap r hr, gap s hs]⟩

/-- If `a` is the only occupied orbital and every virtual level lies at least `d` above it, the
slope of its direct term between `e a - d` and `e a + 2 d` is minus the pole weight. -/
theorem hasDerivAt_directTerm (hg : EightfoldSymmetric g) (gap : ∀ r ∈ virt, d ≤ e r - e a)
    (hw : w ∈ Set.Ioo (e a - d) (e a + 2 * d)) :
    HasDerivAt (directTerm g e {a} virt a) (-poleWeight g e virt a w) w := by
  obtain ⟨hh, hp⟩ := denominator_signs gap hw
  -- the derivative of a single pole
  have pole : ∀ (c : ℝ) (f : ℝ → ℝ), HasDerivAt f 1 w → f w ≠ 0 →
      HasDerivAt (fun x => c / f x) (-(c / f w ^ 2)) w := fun c f hf h0 =>
    ((hasDerivAt_const w c).fun_div hf h0).congr_deriv (by ring)
  have h1 : HasDerivAt (fun x => ∑ r ∈ virt, g a a a r ^ 2 / (x - 2 * e a + e r))
      (∑ r ∈ virt, -(g a a a r ^ 2 / (w - 2 * e a + e r) ^ 2)) w :=
    HasDerivAt.fun_sum fun r hr => pole _ (fun x => x - 2 * e a + e r)
      (((hasDerivAt_id' w).sub_const _).add_const _) (hh r hr).ne'
  have h2 : HasDerivAt
      (fun x => ∑ r ∈ virt, ∑ s ∈ virt, g a r a s ^ 2 / (x + e a - e r - e s))
      (∑ r ∈ virt, ∑ s ∈ virt, -(g a r a s ^ 2 / (w + e a - e r - e s) ^ 2)) w :=
    HasDerivAt.fun_sum fun r hr => HasDerivAt.fun_sum fun s hs =>
      pole _ (fun x => x + e a - e r - e s)
        ((((hasDerivAt_id' w).add_const _).sub_const _).sub_const _) (hp r hr s hs).ne
  rw [show directTerm g e {a} virt a = _ from funext fun x => directTerm_one hg x]
  refine (h1.fun_add h2).congr_deriv ?_
  simp only [poleWeight, Finset.sum_neg_distrib]
  ring

/-- If every virtual level lies at least `d` above `e a`, the pole weight of a coupled orbital `a`
is positive between `e a - d` and `e a + 2 d`. -/
theorem poleWeight_pos (gap : ∀ r ∈ virt, d ≤ e r - e a)
    (hw : w ∈ Set.Ioo (e a - d) (e a + 2 * d)) (hc : Coupled g virt a) :
    0 < poleWeight g e virt a w := by
  obtain ⟨hh, hp⟩ := denominator_signs gap hw
  have hsq : ∀ x : ℝ, x ≠ 0 → 0 < x ^ 2 := fun x hx => by positivity
  unfold poleWeight
  rcases hc with ⟨r, hr, h⟩ | ⟨r, hr, s, hs, h⟩
  · exact add_pos_of_pos_of_nonneg
      (Finset.sum_pos' (fun _ _ => by positivity)
        ⟨r, hr, div_pos (hsq _ h) (hsq _ (hh r hr).ne')⟩)
      (Finset.sum_nonneg fun _ _ => Finset.sum_nonneg fun _ _ => by positivity)
  · exact add_pos_of_nonneg_of_pos (Finset.sum_nonneg fun _ _ => by positivity)
      (Finset.sum_pos' (fun _ _ => Finset.sum_nonneg fun _ _ => by positivity)
        ⟨r, hr, Finset.sum_pos' (fun _ _ => by positivity)
          ⟨s, hs, div_pos (hsq _ h) (hsq _ (hp r hr s hs).ne)⟩⟩)

/-- For one occupied orbital, with every virtual level at least `d > 0` above it, the direct term is
cancelled by exchange, yet alone it strictly decreases between `e a - d` and `e a + 2 d` exactly
when some coupling integral is nonzero. -/
theorem self_screening (hg : EightfoldSymmetric g) (hd : 0 < d)
    (gap : ∀ r ∈ virt, d ≤ e r - e a) :
    (∀ w, directTerm g e {a} virt a w + exchangeTerm g e {a} virt a w = 0) ∧
    (StrictAntiOn (directTerm g e {a} virt a) (Set.Ioo (e a - d) (e a + 2 * d)) ↔
      Coupled g virt a) := by
  refine ⟨direct_add_exchange hg, fun hanti => ?_, fun hc => ?_⟩
  · -- without coupling the direct term is zero at every frequency
    by_contra hc
    have h1 : ∀ r ∈ virt, g a a a r = 0 := fun r hr =>
      by_contra fun h => hc (Or.inl ⟨r, hr, h⟩)
    have h2 : ∀ r ∈ virt, ∀ s ∈ virt, g a r a s = 0 := fun r hr s hs =>
      by_contra fun h => hc (Or.inr ⟨r, hr, s, hs, h⟩)
    have hz : ∀ x, directTerm g e {a} virt a x = 0 := fun x => by
      rw [directTerm_one hg,
        Finset.sum_eq_zero (fun r hr => by rw [h1 r hr]; simp),
        Finset.sum_eq_zero (fun r hr => Finset.sum_eq_zero fun s hs => by
          rw [h2 r hr s hs]; simp), add_zero]
    have hlt := hanti (a := e a) ⟨by linarith, by linarith⟩
      (b := e a + d) ⟨by linarith, by linarith⟩ (by linarith)
    rw [hz, hz] at hlt
    exact lt_irrefl _ hlt
  · -- with coupling the slope is negative throughout the window
    refine strictAntiOn_of_deriv_neg (convex_Ioo _ _)
      (fun x hx => (hasDerivAt_directTerm hg gap hx).continuousAt.continuousWithinAt) ?_
    intro x hx
    rw [interior_Ioo] at hx
    rw [(hasDerivAt_directTerm hg gap hx).deriv]
    linarith [poleWeight_pos gap hx hc]

/-- Let `a` be the only occupied orbital, coupled, with every virtual level at least `d` above it.
For `w` between `e a - d` and `e a + 2 d` the direct term alone gives a quasiparticle weight
strictly between 0 and 1, while direct plus exchange gives exactly 1. -/
theorem quasiparticleWeight_direct (hg : EightfoldSymmetric g)
    (gap : ∀ r ∈ virt, d ≤ e r - e a) (hw : w ∈ Set.Ioo (e a - d) (e a + 2 * d))
    (hc : Coupled g virt a) :
    quasiparticleWeight (directTerm g e {a} virt a) w ∈ Set.Ioo 0 1 ∧
    quasiparticleWeight
      (fun x => directTerm g e {a} virt a x + exchangeTerm g e {a} virt a x) w = 1 := by
  have hpos := poleWeight_pos gap hw hc
  constructor
  · unfold quasiparticleWeight
    rw [(hasDerivAt_directTerm hg gap hw).deriv]
    exact ⟨inv_pos.2 (by linarith), inv_lt_one_of_one_lt₀ (by linarith)⟩
  · simp [quasiparticleWeight, direct_add_exchange hg]

/-- Pair factors of a model with two orbitals. -/
def modelPair : Matrix (Fin 2) (Fin 2) ℝ := !![2, 1; 1, 3]

/-- Two-electron integrals of the model, as products of pair factors. -/
def modelIntegrals (p q r s : Fin 2) : ℝ := modelPair p q * modelPair r s

/-- Orbital energies of the model. -/
def modelEnergy : Fin 2 → ℝ := ![-1, 1]

/-- The two-orbital model has symmetric integrals, a gap of at least 2 and nonzero coupling, and the
direct term of its occupied orbital 0 is `4 / (w + 3) + 1 / (w - 3)`. -/
theorem self_screening_witness :
    EightfoldSymmetric modelIntegrals ∧
    (∀ r ∈ ({1} : Finset (Fin 2)), 2 ≤ modelEnergy r - modelEnergy 0) ∧
    Coupled modelIntegrals {1} 0 ∧
    ∀ w, directTerm modelIntegrals modelEnergy {0} {1} 0 w = 4 / (w + 3) + 1 / (w - 3) := by
  have hB : ∀ p q, modelPair p q = modelPair q p := by
    intro p q
    fin_cases p <;> fin_cases q <;> simp [modelPair]
  have hs : EightfoldSymmetric modelIntegrals :=
    ⟨fun p q r s => by rw [modelIntegrals, modelIntegrals, hB p q],
      fun p q r s => by rw [modelIntegrals, modelIntegrals, hB r s],
      fun p q r s => mul_comm _ _⟩
  have e0 : modelEnergy 0 = -1 := by simp [modelEnergy]
  have e1 : modelEnergy 1 = 1 := by simp [modelEnergy]
  have g1 : modelIntegrals 0 0 0 1 = 2 := by simp [modelIntegrals, modelPair]
  have g2 : modelIntegrals 0 1 0 1 = 1 := by simp [modelIntegrals, modelPair]
  refine ⟨hs, fun r hr => ?_, Or.inl ⟨1, by simp, by rw [g1]; norm_num⟩, fun w => ?_⟩
  · rw [Finset.mem_singleton.1 hr, e0, e1]
    norm_num
  · rw [directTerm_one hs]
    simp only [Finset.sum_singleton]
    rw [g1, g2, e0, e1, show w - 2 * (-1) + 1 = w + 3 by ring,
      show w + (-1) - 1 - 1 = w - 3 by ring]
    norm_num

end OneElectronSelfScreening
```

```lean
#print axioms OneElectronSelfScreening.direct_add_exchange
#print axioms OneElectronSelfScreening.self_screening
#print axioms OneElectronSelfScreening.quasiparticleWeight_direct
```

```
'OneElectronSelfScreening.direct_add_exchange' depends on axioms: [propext, Classical.choice, Quot.sound]
'OneElectronSelfScreening.self_screening' depends on axioms: [propext, Classical.choice, Quot.sound]
'OneElectronSelfScreening.quasiparticleWeight_direct' depends on axioms: [propext, Classical.choice, Quot.sound]
```

## One occupied orbital, a gap and bare second order

**Objects.** The type `ι` labels spin orbitals, `g p q r s` stands for $(pq|rs)$, and `e` gives the orbital energies. `EightfoldSymmetric` lists three exchanges, within each pair and between the pairs, which generate all eight permutations for real orbitals. `directTerm` and `exchangeTerm` are defined for any finite occupied and virtual sets and any external orbital; the theorems use them with occupied set `{a}` and external orbital `a`. The numerators are products of plain integrals, not squares of antisymmetrised ones, so there is no factor of one half. The sums run over spin orbitals, so there is no spin factor of two. Closed-shell formulas carry that factor in the direct term because each occupied spatial orbital holds two electrons, so the one-electron check does not apply to them.

**Hypotheses.** `gap` says that each virtual level lies at least `d` above the occupied one, as in the unrestricted Hartree–Fock ground state of a hydrogen atom in a finite basis. Apart from this gap and the permutation symmetries, the energies and integrals are arbitrary real numbers: they need not come from a Hartree–Fock calculation or from a Coulomb interaction. `Coupled` says that some integral in the direct term is nonzero.

**Theorems.** `self_screening` states the cancellation and the equivalence between `StrictAntiOn` on the window and `Coupled`. The cancellation is stated for every real `w`; at a pole Lean evaluates division by zero as zero, so the equation has physical meaning only away from the poles. `quasiparticleWeight_direct` states the two values of $Z$ at every frequency in the window, for a coupled orbital. `self_screening_witness` shows that the two-orbital model satisfies the hypotheses with gap 2, and gives its direct term.

**How the proof runs.**

- `directTerm_one` collapses the sums over the single occupied orbital and uses `swap_right` to turn $(aa|ra)$ into $(aa|ar)$.
- `direct_add_exchange` uses `swap_pair` on the particle numerators, after which `ring` cancels the two terms.
- `denominator_signs` obtains both sign inequalities from the gap by `linarith`.
- `hasDerivAt_directTerm` proves the derivative of a single pole once, in the local statement `pole`, and sums it over the virtuals. The result is minus `poleWeight`, which is $P$.
- `poleWeight_pos` treats the two kinds of coupling separately. In each case one summand is positive and the rest are nonnegative.
- `self_screening` passes from negative slope to strict decrease with `strictAntiOn_of_deriv_neg`. For the converse it assumes that no coupling is present, shows that the direct term is zero, and compares its values at `e a` and `e a + d`: strict decrease would give $0<0$.
- `quasiparticleWeight_direct` inserts the slope into $1/(1-D')$ and, for the sum, uses the cancellation.

**Limits.** The direct term is the lowest-order correlation part of the $GW$ self-energy. The theorems do not treat the resummed screened interaction, self-consistency, or the size of the self-screening error in a full $GW$ calculation. They also leave aside off-diagonal elements, complex orbitals, a continuum of virtual states and the imaginary broadening that many codes add to the denominators. With more than one occupied orbital the direct term contains genuine screening by other electrons, and the cancellation shown here does not carry over in general.
